# The Krein–Friedel formula for finitely many levels with constant coupling to the leads

## One level and one channel

Take a single level at real energy $\varepsilon$, coupled to one lead channel with a constant amplitude $w \neq 0$. Write $\Gamma = \pi|w|^2$ and, at real energy $E$,
$$A(E) = E - \varepsilon + i\Gamma .$$
The amplitude for reflection back into the channel is
$$S(E) = 1 - \frac{2\pi i\,|w|^2}{A(E)} = \frac{E-\varepsilon-i\Gamma}{E-\varepsilon+i\Gamma} = \frac{\overline{A(E)}}{A(E)} .$$
It is a pure phase, and its logarithmic derivative is
$$\frac{1}{2\pi i}\frac{S'(E)}{S(E)} = \frac{1}{2\pi i}\left(\frac{1}{\overline{A(E)}}-\frac{1}{A(E)}\right) = \frac1\pi\,\frac{\Gamma}{(E-\varepsilon)^2+\Gamma^2} .$$
The right-hand side equals $-\frac1\pi \operatorname{Im} A(E)^{-1}$, the density of states of a level broadened by its lead. The mechanism is already complete here: $S$ is a conjugate divided by the original, so its logarithmic derivative picks out an imaginary part.

## Many levels and many channels

The closed system is now a Hermitian matrix $H$ on finitely many levels. A rectangular matrix $W$, with one row per level and one column per channel, couples it to the leads. With $W^*$ the conjugate transpose, define
$$A(E) = E - H + i\pi WW^*, \qquad S(E) = 1 - 2\pi i\,W^*A(E)^{-1}W,$$
$$\rho(E) = -\frac1\pi \operatorname{Im}\operatorname{Tr}A(E)^{-1} .$$
Here $A(E)^{-1}$ is the retarded Green function on the levels, and the leads enter through the self-energy $-i\pi WW^*$. That this self-energy is independent of energy and has no Hermitian part is the wide-band idealisation. Channel states are normalised per unit energy, so the entries of $W$ have the dimension of the square root of an energy.

For non-interacting electrons in this finite, wide-band model, the result equates two quantities that a transport simulation can compute separately: the logarithmic energy derivative of the scattering determinant, divided by $2\pi i$, and the density of states obtained from the trace of the Green function. Comparing them is a consistency check.

## What the theorems say

Let $H$ be Hermitian and let $E$ be a real energy with $\det A(E) \neq 0$. Then
$$\det S(E) = \frac{\overline{\det A(E)}}{\det A(E)}, \qquad \frac{1}{2\pi i}\frac{(\det S)'(E)}{\det S(E)} = \rho(E).$$

In the Lean file the finite index types `n` and `m` label levels and channels. The functions `invGreen`, `scattering` and `densityOfStates` are $A$, $S$ and $\rho$. Hermiticity is the hypothesis `hH`, and invertibility at the energy considered is `hA`. The two formulas are `det_scattering` and `krein_friedel`; the latter has a real number, read as a complex one, on its right-hand side.

The condition `hA` has a physical meaning. If $A(E)v = 0$, the imaginary part of $v^*A(E)v$ gives $W^*v = 0$, and then $Hv = Ev$. The excluded energies are therefore those of bound states that no lead can reach. This argument is an aside and is not part of the file.

Two further theorems are included. In `phase_derivative`, a real phase $\delta$ with $\det S = e^{2i\delta}$ near $E$ and derivative $d$ at $E$ satisfies $d/\pi = \rho(E)$; the existence of such a phase is assumed. In `single_level_lorentzian`, the opening example is shown to have invertible $A(E)$ at every real energy and the Lorentzian density found above.

The expression for $S$ is taken as a definition and is not derived from a wave equation in the leads. The general Krein–Friedel relation compares the spectra of an infinite system with and without a scatterer, whereas this is an identity between finite matrices, with $\rho$ counting states on the levels only. An energy-dependent $W$ is not covered, since it would in general add a term to $A'(E) = 1$.

## From Sylvester's identity to the density of states

**The adjoint.** Since $H^* = H$ and $E$ is real,
$$A^* = E - H - i\pi WW^* = A - 2\pi i\,WW^* .$$

**The quotient.** Sylvester's identity $\det(1-XY) = \det(1-YX)$, with $X = W^*$ and $Y = 2\pi i\,A^{-1}W$, moves the determinant from channels to levels:
$$\det S = \det\left(1 - 2\pi i\,A^{-1}WW^*\right).$$
Multiplying by $\det A$ gives
$$\det A\,\det S = \det\left(A - 2\pi i\,WW^*\right) = \det A^* = \overline{\det A}.$$

**The derivative of $\det A$.** For real $x$,
$$A(x) = A(E) + (x-E) = A(E)\left(1 + (x-E)A(E)^{-1}\right).$$
For a square matrix $B$ and a number $r$, $\det(1+rB) = 1 + r\operatorname{Tr}B + r^2q(r)$ with a polynomial $q$. Put $B = A(E)^{-1}$, $D(x) = \det A(x)$ and $t = \operatorname{Tr}A(E)^{-1}$. Then
$$D(x) = D(E)\left(1 + (x-E)\,t + (x-E)^2q(x-E)\right),$$
and hence $D'(E) = D(E)\,t$, which is Jacobi's formula.

**The derivative of $\det S$.** By continuity $D$ is nonzero near $E$, so $\det S = \overline D/D$ holds in a neighbourhood and may be differentiated. At $E$,
$$(\det S)' = \frac{\overline{Dt}\,D - \overline D\,Dt}{D^2} = \frac{\overline D}{D}\left(\overline t - t\right) = -2i\operatorname{Im}t\,\det S = 2\pi i\,\rho\,\det S .$$
Because $\overline D \neq 0$, $\det S$ is nonzero, and division by $2\pi i\det S$ gives the formula.

**The phase.** If $\det S = e^{2i\delta}$ near $E$, its derivative is also $2i\,d\,e^{2i\delta(E)}$. Comparison gives $d = \pi\rho(E)$.

## An absorbing level breaks the formula

Drop Hermiticity and take one level with $H = -i\gamma$, $\gamma > 0$, and one channel with $W = 0$. Then $A(E) = E + i\gamma$ is invertible at every real $E$. Nothing reaches the level from the lead, so $S = 1$ and its derivative vanishes. Yet
$$\frac{\overline{A(E)}}{A(E)} = \frac{E-i\gamma}{E+i\gamma} \neq 1, \qquad \rho(E) = \frac1\pi\,\frac{\gamma}{E^2+\gamma^2} > 0 .$$
Both formulas fail: the level is broadened by a loss that the scattering matrix does not record.

## The Lean file

```lean
import Mathlib

open Matrix
open Complex (I)
open scoped Real Topology ComplexConjugate

namespace ScatteringDensityOfStates

noncomputable section

variable {n m : Type*} [Fintype n] [DecidableEq n] [Fintype m] [DecidableEq m]

/-- The inverse Green matrix `A(E) = E - H + iπ W W*` of a system with Hamiltonian `H`
coupled to open channels by `W`. -/
def invGreen (H : Matrix n n ℂ) (W : Matrix n m ℂ) (E : ℝ) : Matrix n n ℂ :=
  (E : ℂ) • (1 : Matrix n n ℂ) - H + ((π : ℂ) * I) • (W * Wᴴ)

/-- The scattering matrix `S(E) = 1 - 2πi W* A(E)⁻¹ W` between the channels, for energies
at which `A(E)` is invertible. -/
def scattering (H : Matrix n n ℂ) (W : Matrix n m ℂ) (E : ℝ) : Matrix m m ℂ :=
  1 - (2 * (π : ℂ) * I) • (Wᴴ * (invGreen H W E)⁻¹ * W)

/-- The density of states `-(1/π) Im Tr A(E)⁻¹` of the open system, for energies at which
`A(E)` is invertible. -/
def densityOfStates (H : Matrix n n ℂ) (W : Matrix n m ℂ) (E : ℝ) : ℝ :=
  -(1 / π) * (trace (invGreen H W E)⁻¹).im

omit [Fintype n] [DecidableEq m] in
/-- For a Hermitian Hamiltonian, the adjoint of `A(E)` is `A(E) - 2πi W W*`. -/
theorem conjTranspose_invGreen {H : Matrix n n ℂ} (hH : H.IsHermitian)
    (W : Matrix n m ℂ) (E : ℝ) :
    (invGreen H W E)ᴴ = invGreen H W E - (2 * (π : ℂ) * I) • (W * Wᴴ) := by
  have h1 : star (E : ℂ) = E := Complex.conj_ofReal E
  have h2 : star ((π : ℂ) * I) = -((π : ℂ) * I) := by simp
  rw [invGreen, conjTranspose_add, conjTranspose_sub, conjTranspose_smul,
    conjTranspose_smul, conjTranspose_one, conjTranspose_mul,
    conjTranspose_conjTranspose, hH.eq, h1, h2]
  module

/-- For a Hermitian Hamiltonian and an energy at which `A(E)` is invertible, the determinant of the
scattering matrix is the complex conjugate of `det A(E)` divided by `det A(E)`. -/
theorem det_scattering {H : Matrix n n ℂ} (hH : H.IsHermitian) (W : Matrix n m ℂ)
    {E : ℝ} (hA : (invGreen H W E).det ≠ 0) :
    (scattering H W E).det = conj (invGreen H W E).det / (invGreen H W E).det := by
  have hu : IsUnit (invGreen H W E).det := isUnit_iff_ne_zero.mpr hA
  have hS : scattering H W E
      = 1 - Wᴴ * ((2 * (π : ℂ) * I) • ((invGreen H W E)⁻¹ * W)) := by
    rw [scattering, Matrix.mul_smul, Matrix.mul_assoc]
  have hM : invGreen H W E * (1 - ((2 * (π : ℂ) * I) • ((invGreen H W E)⁻¹ * W)) * Wᴴ)
      = (invGreen H W E)ᴴ := by
    rw [conjTranspose_invGreen hH, Matrix.mul_sub, Matrix.mul_one, Matrix.smul_mul,
      Matrix.mul_smul, Matrix.mul_assoc, ← Matrix.mul_assoc (invGreen H W E),
      Matrix.mul_nonsing_inv _ hu, Matrix.one_mul]
  -- Sylvester's identity moves the determinant from channel space to level space
  rw [eq_div_iff hA, hS, Matrix.det_one_sub_mul_comm, mul_comm _ (invGreen H W E).det,
    ← Matrix.det_mul, hM]
  exact Matrix.det_conjTranspose _

omit [DecidableEq m] in
/-- Jacobi's formula for the inverse Green matrix: the energy derivative of `det A(E)` is
`det A(E) · Tr A(E)⁻¹`. -/
theorem hasDerivAt_det_invGreen (H : Matrix n n ℂ) (W : Matrix n m ℂ) {E : ℝ}
    (hA : (invGreen H W E).det ≠ 0) :
    HasDerivAt (fun x : ℝ => (invGreen H W x).det)
      ((invGreen H W E).det * trace (invGreen H W E)⁻¹) E := by
  have hu : IsUnit (invGreen H W E).det := isUnit_iff_ne_zero.mpr hA
  obtain ⟨q, hq⟩ : ∃ q : Polynomial ℂ, ∀ r : ℂ, det (1 + r • (invGreen H W E)⁻¹)
      = 1 + trace (invGreen H W E)⁻¹ * r + q.eval r * r ^ 2 :=
    ⟨_, fun r => Matrix.det_one_add_smul r _⟩
  -- expansion of the determinant around the energy E
  have key : ∀ x : ℝ, (invGreen H W x).det = (invGreen H W E).det *
      (1 + trace (invGreen H W E)⁻¹ * ((x : ℂ) - E)
        + q.eval ((x : ℂ) - E) * ((x : ℂ) - E) ^ 2) := by
    intro x
    have hx : invGreen H W x
        = invGreen H W E * (1 + ((x : ℂ) - E) • (invGreen H W E)⁻¹) := by
      rw [Matrix.mul_add, Matrix.mul_one, Matrix.mul_smul, Matrix.mul_nonsing_inv _ hu]
      simp only [invGreen]
      module
    rw [hx, Matrix.det_mul, hq]
  have hs : HasDerivAt (fun z : ℂ => z - E) 1 (E : ℂ) := (hasDerivAt_id' _).sub_const _
  have hp : HasDerivAt (fun z : ℂ => q.eval (z - E))
      (q.derivative.eval ((E : ℂ) - E) * 1) (E : ℂ) :=
    HasDerivAt.comp (E : ℂ) (q.hasDerivAt _) hs
  have h := ((((hs.const_mul (trace (invGreen H W E)⁻¹)).const_add 1).fun_add
    (hp.fun_mul (hs.fun_pow 2))).const_mul (invGreen H W E).det).comp_ofReal
  rw [funext key]
  exact h.congr_deriv (by simp)

/-- For a Hermitian Hamiltonian and an energy at which `A(E)` is invertible, the energy derivative
of `det S` is `2πi` times the density of states times `det S`. -/
theorem hasDerivAt_det_scattering {H : Matrix n n ℂ} (hH : H.IsHermitian)
    (W : Matrix n m ℂ) {E : ℝ} (hA : (invGreen H W E).det ≠ 0) :
    HasDerivAt (fun x : ℝ => (scattering H W x).det)
      (2 * (π : ℂ) * I * (densityOfStates H W E : ℂ) * (scattering H W E).det) E := by
  have h := hasDerivAt_det_invGreen H W hA
  have hc : HasDerivAt (fun x : ℝ => conj (invGreen H W x).det)
      (conj ((invGreen H W E).det * trace (invGreen H W E)⁻¹)) E := h.star
  -- A stays invertible near E, so the quotient formula holds in a neighbourhood
  have hev : (fun x : ℝ => (scattering H W x).det) =ᶠ[𝓝 E]
      fun x : ℝ => conj (invGreen H W x).det / (invGreen H W x).det :=
    (h.continuousAt.eventually_ne hA).mono fun x hx => det_scattering hH W hx
  refine ((hc.fun_div h hA).congr_of_eventuallyEq hev).congr_deriv ?_
  have him : conj (trace (invGreen H W E)⁻¹) - trace (invGreen H W E)⁻¹
      = 2 * (π : ℂ) * I * (densityOfStates H W E : ℂ) := by
    have h1 := Complex.sub_conj (trace (invGreen H W E)⁻¹)
    have hpi : (π : ℂ) * (1 / (π : ℂ)) = 1 :=
      mul_one_div_cancel (Complex.ofReal_ne_zero.mpr Real.pi_ne_zero)
    unfold densityOfStates
    push_cast at h1 ⊢
    linear_combination -h1 + 2 * ((trace (invGreen H W E)⁻¹).im : ℂ) * I * hpi
  have e := div_mul_cancel₀ (conj (invGreen H W E).det) hA
  rw [← him, det_scattering hH W hA, map_mul, div_eq_iff (pow_ne_zero 2 hA)]
  linear_combination -(conj (trace (invGreen H W E)⁻¹) - trace (invGreen H W E)⁻¹)
    * (invGreen H W E).det * e

/-- Krein-Friedel formula for finitely many levels with a Hermitian Hamiltonian and constant
coupling, where `A(E)` is invertible: `(1/(2πi)) (det S)'/det S` equals the density of states
`-(1/π) Im Tr A(E)⁻¹`. -/
theorem krein_friedel {H : Matrix n n ℂ} (hH : H.IsHermitian) (W : Matrix n m ℂ)
    {E : ℝ} (hA : (invGreen H W E).det ≠ 0) :
    1 / (2 * (π : ℂ) * I) *
      (deriv (fun x : ℝ => (scattering H W x).det) E / (scattering H W E).det)
      = ((-(1 / π) * (trace (invGreen H W E)⁻¹).im : ℝ) : ℂ) := by
  have hS : (scattering H W E).det ≠ 0 := by
    rw [det_scattering hH W hA]
    exact div_ne_zero ((map_ne_zero _).mpr hA) hA
  have h2 : 2 * (π : ℂ) * I ≠ 0 :=
    mul_ne_zero (mul_ne_zero two_ne_zero (Complex.ofReal_ne_zero.mpr Real.pi_ne_zero))
      Complex.I_ne_zero
  rw [(hasDerivAt_det_scattering hH W hA).deriv, mul_div_assoc, div_self hS, mul_one,
    one_div, inv_mul_cancel_left₀ h2, densityOfStates]

/-- Let the Hamiltonian be Hermitian and `A(E)` invertible. If `det S = exp(2iδ)` near `E` with a
real phase `δ` differentiable at `E`, then `δ'(E)/π` is the density of states. -/
theorem phase_derivative {H : Matrix n n ℂ} (hH : H.IsHermitian) (W : Matrix n m ℂ)
    {E d : ℝ} (hA : (invGreen H W E).det ≠ 0) {δ : ℝ → ℝ} (hδ : HasDerivAt δ d E)
    (hS : ∀ᶠ x in 𝓝 E, (scattering H W x).det = Complex.exp (2 * I * (δ x : ℂ))) :
    d / π = densityOfStates H W E := by
  have h1 := (hδ.ofReal_comp.const_mul (2 * I)).cexp.congr_of_eventuallyEq hS
  have h2 := (hasDerivAt_det_scattering hH W hA).unique h1
  rw [hS.self_of_nhds] at h2
  -- cancel the common factor 2i exp(2iδ)
  have h3 : (2 * I * Complex.exp (2 * I * (δ E : ℂ))) * (d : ℂ)
      = (2 * I * Complex.exp (2 * I * (δ E : ℂ))) * ((densityOfStates H W E : ℂ) * π) := by
    linear_combination -h2
  have h4 := mul_left_cancel₀ (mul_ne_zero (mul_ne_zero two_ne_zero Complex.I_ne_zero)
    (Complex.exp_ne_zero _)) h3
  rw [div_eq_iff Real.pi_ne_zero]
  exact_mod_cast h4

/-- One level at energy `ε` coupled to one channel with amplitude `w ≠ 0`: `A(E)` is
invertible at every real energy, and the density of states is a Lorentzian centred at `ε`
with half-width `π|w|²`. -/
theorem single_level_lorentzian (ε E : ℝ) {w : ℂ} (hw : w ≠ 0) :
    (invGreen !![(ε : ℂ)] !![w] E).det ≠ 0 ∧
    densityOfStates !![(ε : ℂ)] !![w] E
      = 1 / π * (π * ‖w‖ ^ 2 / ((E - ε) ^ 2 + (π * ‖w‖ ^ 2) ^ 2)) := by
  have hW : !![w] * (!![w])ᴴ = !![((‖w‖ ^ 2 : ℝ) : ℂ)] := by
    ext i j
    fin_cases i
    fin_cases j
    change (!![w] * (!![w])ᴴ) 0 0 = ((‖w‖ ^ 2 : ℝ) : ℂ)
    rw [Matrix.mul_apply, Fin.sum_univ_one]
    change w * conj w = ((‖w‖ ^ 2 : ℝ) : ℂ)
    rw [Complex.mul_conj, Complex.normSq_eq_norm_sq]
  have hA : invGreen !![(ε : ℂ)] !![w] E
      = !![((E - ε : ℝ) : ℂ) + ((π * ‖w‖ ^ 2 : ℝ) : ℂ) * I] := by
    rw [invGreen, hW]
    ext i j
    fin_cases i
    fin_cases j
    simp
    ring
  have hg : π * ‖w‖ ^ 2 ≠ 0 :=
    mul_ne_zero Real.pi_ne_zero (pow_ne_zero 2 (norm_ne_zero_iff.mpr hw))
  have hne : ∀ x y : ℝ, y ≠ 0 → (x : ℂ) + (y : ℂ) * I ≠ 0 := by
    intro x y hy h0
    apply hy
    simpa using congrArg Complex.im h0
  have him : ∀ x y : ℝ, (((x : ℂ) + (y : ℂ) * I)⁻¹).im = -y / (x ^ 2 + y ^ 2) := by
    intro x y
    rw [Complex.inv_im, Complex.normSq_add_mul_I]
    simp
  have hinv : ∀ a : ℂ, a ≠ 0 → (!![a])⁻¹ = !![a⁻¹] := by
    intro a ha
    apply Matrix.inv_eq_right_inv
    ext i j
    fin_cases i
    fin_cases j
    simp [Matrix.mul_apply, ha]
  have ha := hne (E - ε) (π * ‖w‖ ^ 2) hg
  constructor
  · rw [hA, Matrix.det_fin_one]
    exact ha
  · rw [densityOfStates, hA, hinv _ ha, Matrix.trace_fin_one]
    change -(1 / π) * ((((E - ε : ℝ) : ℂ) + ((π * ‖w‖ ^ 2 : ℝ) : ℂ) * I)⁻¹).im = _
    rw [him]
    ring

end

end ScatteringDensityOfStates
```

```lean
#print axioms ScatteringDensityOfStates.krein_friedel
#print axioms ScatteringDensityOfStates.phase_derivative
#print axioms ScatteringDensityOfStates.single_level_lorentzian
```

```
'ScatteringDensityOfStates.krein_friedel' depends on axioms: [propext, Classical.choice, Quot.sound]
'ScatteringDensityOfStates.phase_derivative' depends on axioms: [propext, Classical.choice, Quot.sound]
'ScatteringDensityOfStates.single_level_lorentzian' depends on axioms: [propext, Classical.choice, Quot.sound]
```

## How the proof follows the derivation

`conjTranspose_invGreen` is the adjoint step. The rewrites distribute the conjugate transpose over the sum, `hH.eq` replaces $H^*$ by $H$, and `module` collects the multiples of $WW^*$.

In `det_scattering`, `hS` brings $S$ into the form $1 - XY$, and `hM` is the identity $A(1-YX) = A^*$. Sylvester's identity is `Matrix.det_one_sub_mul_comm`, and `Matrix.det_conjTranspose` turns $\det A^*$ into the conjugate of $\det A$.

`hasDerivAt_det_invGreen` is Jacobi's formula. It needs no Hermiticity, but it does assume $\det A(E) \neq 0$, which its docstring leaves unsaid. The polynomial `q` comes from `Matrix.det_one_add_smul`, and `key` is the expansion of $D(x)$ around $E$. The proof differentiates this expansion in a complex variable and restricts the result to real energies with `comp_ofReal`.

`hasDerivAt_det_scattering` carries out the quotient rule. The derivative of $\overline D$ comes from `h.star`, which is legitimate because the energy is real. The statement `hev` says that the quotient formula holds near $E$, with `eventually_ne` supplying the nonzero determinant there. Then `him` is the identity $\overline t - t = 2\pi i\,\rho$, and `linear_combination` finishes the algebra.

`krein_friedel` inserts this derivative and cancels $\det S$ and $2\pi i$, after checking that both are nonzero. `phase_derivative` computes the derivative of $\det S$ a second time from the exponential, equates the two values by `unique`, and cancels $2i\,e^{2i\delta(E)}$.

For the single level, `hW` computes $WW^*$ as $|w|^2$ and `hA` reduces $A(E)$ to $E-\varepsilon+i\Gamma$. Its imaginary part $\Gamma$ is nonzero, which gives invertibility, and `him` evaluates the imaginary part of the inverse to produce the Lorentzian.
